# Löwdin bracketing: E and f(E) enclose the lowest eigenvalue when E lies below the spectrum of D

In a partitioning calculation one guesses an energy E, solves (D − E)u = b for the response u of the outer space, and evaluates f(E) = a − b†u. Here

H = [[a, b†], [b, D]]

has a reference state of energy a, coupled by the column b to a Hermitian block D, and † is the conjugate transpose (written `*` in the code comments). If E is below every eigenvalue of D, the lowest eigenvalue ε of H satisfies

min(E, f(E)) ≤ ε ≤ max(E, f(E)).

The guess and its output thus give error bars for the ground energy of a finite configuration-interaction matrix with one reference state, relative to that matrix and not to the complete basis.

## One reference state with a real energy a

The number a is the energy expectation of the normalised reference state. By hand, its reality, together with a Hermitian D, makes H Hermitian and f(E) real. In Lean it is built into the type `a : ℝ`. With a complex a, f(E) would in general be complex, and min and max would lose their meaning.

```lean
import Mathlib

open Matrix
open scoped ComplexOrder

namespace LowdinBracketing

noncomputable section

variable {m n : Type*} [Fintype m] [DecidableEq m] [Fintype n] [DecidableEq n]
```

An energy level is a real number with a nonzero eigenvector, and the ground level is the least of them.

```lean
/-- The real number `μ` is an eigenvalue of the matrix `A`. -/
def IsLevel (A : Matrix m m ℂ) (μ : ℝ) : Prop :=
  ∃ v : m → ℂ, v ≠ 0 ∧ A *ᵥ v = (μ : ℂ) • v

/-- The real number `ε` is the lowest real eigenvalue of `A`. -/
def IsGround (A : Matrix m m ℂ) (ε : ℝ) : Prop :=
  IsLeast {μ : ℝ | IsLevel A μ} ε
```

Vectors need not be normalised; `weight x` is |x|² = x†x.

```lean
/-- The squared norm of a state vector. -/
def weight (x : m → ℂ) : ℝ := ∑ i, Complex.normSq (x i)

/-- The matrix `A - E`. -/
def shift (A : Matrix m m ℂ) (E : ℝ) : Matrix m m ℂ := A - (E : ℂ) • 1
```

The index type `Unit ⊕ n` joins the reference state to an orthonormal basis of the outer space. A vector x = (c, y) has c = `x (Sum.inl ())` and yᵢ = `x (Sum.inr i)`.

```lean
/-- The Hamiltonian with one reference state of energy `a`, coupled by `b` to a block `D`. -/
def bordered (a : ℝ) (b : n → ℂ) (D : Matrix n n ℂ) : Matrix (Unit ⊕ n) (Unit ⊕ n) ℂ :=
  fromBlocks (of fun _ _ => (a : ℂ)) (of fun _ j => star (b j)) (of fun i _ => b i) D
```

The vector u is `response b D E`, and f(E) is `bracket a b D E`. The latter is defined through a real part, which `bracket_eq` below shows to be harmless.

```lean
/-- The vector `(D - E)⁻¹ b`, for `E` not an eigenvalue of `D`. -/
def response (b : n → ℂ) (D : Matrix n n ℂ) (E : ℝ) : n → ℂ := (shift D E)⁻¹ *ᵥ b

/-- The bracketing function `f(E)`, the real part of `a - b* (D - E)⁻¹ b`,
for `E` not an eigenvalue of `D`. -/
def bracket (a : ℝ) (b : n → ℂ) (D : Matrix n n ℂ) (E : ℝ) : ℝ :=
  a - (star b ⬝ᵥ response b D E).re
```

## The block D is Hermitian

`hD` says that the Hamiltonian restricted to the outer space is an observable. By hand it gives D an orthonormal eigenbasis and allows D − E to be moved from one side of an inner product to the other. In the proof, `shift_spectral` supplies the eigenvalues: if A − E has eigenvalue λ, then A has eigenvalue λ + E.

```lean
omit [DecidableEq m] in
/-- The inner product of a state vector with itself is its squared norm. -/
theorem star_dot_self (x : m → ℂ) : star x ⬝ᵥ x = (weight x : ℂ) := by
  simp [dotProduct, weight, Complex.normSq_eq_conj_mul_self]

/-- For Hermitian `A` the matrix `A - E` is Hermitian, and adding `E` to any of its
eigenvalues gives an eigenvalue of `A`. -/
theorem shift_spectral {A : Matrix m m ℂ} (hA : A.IsHermitian) (E : ℝ) :
    ∃ hS : (shift A E).IsHermitian, ∀ i, IsLevel A (hS.eigenvalues i + E) := by
  have hS : (shift A E).IsHermitian := by
    change (A - (E : ℂ) • (1 : Matrix m m ℂ))ᴴ = A - (E : ℂ) • 1
    rw [conjTranspose_sub, hA.eq, conjTranspose_smul, conjTranspose_one]
    simp
  refine ⟨hS, fun i => ⟨(hS.eigenvectorBasis i).ofLp, ?_, ?_⟩⟩
  · intro h
    apply hS.eigenvectorBasis.orthonormal.ne_zero i
    ext j
    exact congrFun h j
  · have h := hS.mulVec_eigenvectorBasis i
    ext j
    have hj := congrFun h j
    have hact : ∀ v : m → ℂ, shift A E *ᵥ v = A *ᵥ v - (E : ℂ) • v := fun v => by
      rw [shift, sub_mulVec, smul_mulVec, one_mulVec]
    rw [hact] at hj
    simp only [Pi.sub_apply, Pi.smul_apply, smul_eq_mul, Complex.real_smul] at hj ⊢
    push_cast
    linear_combination hj
```

Without Hermiticity the bracket can fail. Take a = −5, b = (1, 1) and D = [[0, 24], [0, 0]], whose only eigenvalue is 0. At E = −1 one finds f(E) = 17, but H has eigenvalues −4, −3 and 2, and the lowest is outside [−1, 17].

## The level ε is the lowest one

`hg : IsGround (bordered a b D) ε` says that ε is the ground energy of H. Such a level exists for every Hermitian matrix on a nonempty finite basis: there is an eigenvalue, and all eigenvalues are among the finitely many roots of the characteristic polynomial.

```lean
/-- Every Hermitian matrix on a nonempty finite basis has a lowest eigenvalue. -/
theorem exists_ground [Nonempty m] {A : Matrix m m ℂ} (hA : A.IsHermitian) :
    ∃ ε, IsGround A ε := by
  obtain ⟨hS, h⟩ := shift_spectral hA 0
  -- eigenvalues are roots of the characteristic polynomial, hence finite in number
  have hfin : {μ : ℝ | IsLevel A μ}.Finite := by
    refine (A.charpoly.roots.toFinset.finite_toSet.preimage
      Complex.ofReal_injective.injOn).subset ?_
    rintro μ ⟨v, hv0, hv⟩
    have hdet : (scalar m (μ : ℂ) - A).det = 0 := by
      refine exists_mulVec_eq_zero_iff.mp ⟨v, hv0, ?_⟩
      rw [sub_mulVec, hv]
      ext i
      simp [scalar_apply]
    simp only [Set.mem_preimage, Finset.mem_coe, Multiset.mem_toFinset]
    rw [Polynomial.mem_roots A.charpoly_monic.ne_zero, Polynomial.IsRoot.def, eval_charpoly]
    exact hdet
  obtain ⟨ε, h1, h2⟩ := Set.exists_min_image _ id hfin ⟨_, h (Classical.arbitrary m)⟩
  exact ⟨ε, h1, fun μ hμ => h2 μ hμ⟩
```

By hand, expand x in orthonormal eigenvectors of H with coefficients d_k and eigenvalues λ_k:

x†Hx = Σ_k λ_k |d_k|² ≥ ε |x|².

The Lean proof says the same through positive semidefiniteness of H − ε.

```lean
/-- Rayleigh-Ritz principle: for Hermitian `A` with lowest eigenvalue `ε` and any vector `x`, the
real part of `x* A x` is at least `ε |x|²`. -/
theorem ground_le_rayleigh {A : Matrix m m ℂ} (hA : A.IsHermitian) {ε : ℝ}
    (hg : IsGround A ε) (x : m → ℂ) : ε * weight x ≤ (star x ⬝ᵥ (A *ᵥ x)).re := by
  obtain ⟨hS, h⟩ := shift_spectral hA ε
  have hP : (shift A ε).PosSemidef := hS.posSemidef_iff_eigenvalues_nonneg.mpr fun i => by
    change (0 : ℝ) ≤ hS.eigenvalues i
    have := hg.2 (h i)
    linarith
  have h1 := (Complex.nonneg_iff.mp (hP.dotProduct_mulVec_nonneg x)).1
  rw [shift, sub_mulVec, smul_mulVec, one_mulVec, dotProduct_sub, dotProduct_smul,
    star_dot_self, smul_eq_mul, ← Complex.ofReal_mul, Complex.sub_re, Complex.ofReal_re] at h1
  linarith
```

Only the upper bound uses minimality; the lower bound needs just an eigenvector. An excited level can therefore lie above the bracket, as in the example at the end.

## The trial energy E lies below the spectrum of D

`hE` says that every state of the outer space, taken alone, has an energy expectation above E. It makes M = D − E positive definite, hence invertible.

```lean
/-- If `E` lies below all eigenvalues of the Hermitian block `D`, then `D - E` is
positive definite. -/
theorem shift_posDef {D : Matrix n n ℂ} (hD : D.IsHermitian) {E : ℝ}
    (hE : ∀ μ, IsLevel D μ → E < μ) : (shift D E).PosDef := by
  obtain ⟨hS, h⟩ := shift_spectral hD E
  refine hS.posDef_iff_eigenvalues_pos.mpr fun i => ?_
  have := hE _ (h i)
  linarith
```

Then Mu = b and u†M = b†, so b†u = u†Mu is real. `bracket_eq` records both the linear equation and the reality of f(E).

```lean
/-- For `E` below the spectrum of the Hermitian block `D`, the vector `u = (D - E)⁻¹ b` solves `(D -
E) u = b`, and `a - b* u` is real and equal to `f(E)`. -/
theorem bracket_eq (a : ℝ) (b : n → ℂ) {D : Matrix n n ℂ} (hD : D.IsHermitian) {E : ℝ}
    (hE : ∀ μ, IsLevel D μ → E < μ) :
    shift D E *ᵥ response b D E = b ∧
      (bracket a b D E : ℂ) = a - star b ⬝ᵥ response b D E := by
  have hP := shift_posDef hD hE
  have hu : shift D E *ᵥ response b D E = b := by
    rw [response, mulVec_mulVec, mul_nonsing_inv _ ((isUnit_iff_isUnit_det _).mp hP.isUnit),
      one_mulVec]
  refine ⟨hu, ?_⟩
  have h2 : star (response b D E) ⬝ᵥ (shift D E *ᵥ response b D E)
      = star (shift D E *ᵥ response b D E) ⬝ᵥ response b D E := by
    rw [star_mulVec, hP.isHermitian.eq, dotProduct_mulVec]
  rw [hu] at h2
  have hr : (starRingEnd ℂ) (star b ⬝ᵥ response b D E) = star b ⬝ᵥ response b D E :=
    (Matrix.star_dotProduct (response b D E) b).symm.trans h2
  rw [bracket, Complex.ofReal_sub, Complex.conj_eq_iff_re.mp hr]
```

Now expand two expressions for x = (c, y), with c̄ the complex conjugate of c:

x†Hx = a|c|² + c̄ b†y + c y†b + y†Dy

(y + cu)†M(y + cu) = y†My + c̄ b†y + c y†b + |c|² b†u

Their difference is f(E)|c|² + E|y|². Since |y|² = |x|² − |c|²,

x†Hx = E|x|² + (f(E) − E)|c|² + (y + cu)†M(y + cu).

In `partition_identity`, `hH` is the first expansion, `adj` is u†M = b†, and `ring` collects the terms.

```lean
/-- Completing the square: for `E` below all eigenvalues of the Hermitian block `D`, with `x = (c,
y)` and `u = (D - E)⁻¹ b`, the real part of `x* H x` is `E |x|² + (f(E) - E) |c|²` plus the real
part of `z* (D - E) z` for `z = y + c u`. -/
theorem partition_identity (a : ℝ) (b : n → ℂ) {D : Matrix n n ℂ} (hD : D.IsHermitian)
    {E : ℝ} (hE : ∀ μ, IsLevel D μ → E < μ) (x : Unit ⊕ n → ℂ) :
    (star x ⬝ᵥ (bordered a b D *ᵥ x)).re =
      E * weight x + (bracket a b D E - E) * Complex.normSq (x (Sum.inl ())) +
      (star ((fun i => x (Sum.inr i)) + x (Sum.inl ()) • response b D E) ⬝ᵥ (shift D E *ᵥ
        ((fun i => x (Sum.inr i)) + x (Sum.inl ()) • response b D E))).re := by
  obtain ⟨hu, hf⟩ := bracket_eq a b hD hE
  have hM := (shift_posDef hD hE).isHermitian
  have hH : star x ⬝ᵥ (bordered a b D *ᵥ x) =
      star (x (Sum.inl ())) * (a * x (Sum.inl ()) + star b ⬝ᵥ fun i => x (Sum.inr i)) +
      star (fun i => x (Sum.inr i)) ⬝ᵥ
        (x (Sum.inl ()) • b + D *ᵥ fun i => x (Sum.inr i)) := by
    simp [dotProduct, mulVec, Fintype.sum_sum_type, bordered, mul_comm]
  have hw : (weight x : ℂ) = star (x (Sum.inl ())) * x (Sum.inl ()) +
      star (fun i => x (Sum.inr i)) ⬝ᵥ fun i => x (Sum.inr i) := by
    rw [← star_dot_self]
    simp [dotProduct, Fintype.sum_sum_type]
  have hc : (Complex.normSq (x (Sum.inl ())) : ℂ) = star (x (Sum.inl ())) * x (Sum.inl ()) :=
    Complex.normSq_eq_conj_mul_self
  generalize x (Sum.inl ()) = c at *
  generalize (fun i => x (Sum.inr i)) = y at *
  generalize response b D E = u at *
  have adj : ∀ z, star u ⬝ᵥ (shift D E *ᵥ z) = star b ⬝ᵥ z := fun z => by
    have h : star (shift D E *ᵥ u) ⬝ᵥ z = star u ⬝ᵥ (shift D E *ᵥ z) := by
      rw [star_mulVec, hM.eq, dotProduct_mulVec]
    rw [← h, hu]
  have hub := adj u
  rw [hu] at hub
  have hy : star y ⬝ᵥ (shift D E *ᵥ y) = star y ⬝ᵥ (D *ᵥ y) - E * (star y ⬝ᵥ y) := by
    rw [shift, sub_mulVec, smul_mulVec, one_mulVec, dotProduct_sub, dotProduct_smul,
      smul_eq_mul]
  have key : star x ⬝ᵥ (bordered a b D *ᵥ x) =
      ((E * weight x + (bracket a b D E - E) * Complex.normSq c : ℝ) : ℂ) +
      star (y + c • u) ⬝ᵥ (shift D E *ᵥ (y + c • u)) := by
    rw [hH, mulVec_add, mulVec_smul, hu, star_add, star_smul]
    simp only [add_dotProduct, dotProduct_add, smul_dotProduct, dotProduct_smul, smul_eq_mul]
    rw [adj y, hub, hy]
    push_cast
    rw [hw, hc, hf]
    ring
  rw [key, Complex.add_re, Complex.ofReal_re]
```

For the upper bound take x = (1, −u), with |x|² = 1 + |u|². The square vanishes, and the Rayleigh bound gives

ε ≤ E + (f(E) − E)/(1 + |u|²).

```lean
/-- For `E` below all eigenvalues of the Hermitian block `D`, the trial vector `(1, -u)` with `u =
(D - E)⁻¹ b` bounds the lowest eigenvalue of `H` from above by `E + (f(E) - E) / (1 + |u|²)`. -/
theorem ground_le_trial (a : ℝ) (b : n → ℂ) {D : Matrix n n ℂ} (hD : D.IsHermitian)
    {E ε : ℝ} (hE : ∀ μ, IsLevel D μ → E < μ) (hg : IsGround (bordered a b D) ε) :
    ε ≤ E + (bracket a b D E - E) / (1 + weight (response b D E)) := by
  have hH : (bordered a b D).IsHermitian := by
    refine Matrix.IsHermitian.ext ?_
    rintro (i | i) (j | j)
    · simp [bordered]
    · simp [bordered]
    · simp [bordered]
    · exact hD.apply i j
  obtain ⟨x, hx⟩ : ∃ x : Unit ⊕ n → ℂ,
    x = Sum.elim (fun _ => 1) (-response b D E) := ⟨_, rfl⟩
  have h1 := ground_le_rayleigh hH hg x
  have hz : (fun i => x (Sum.inr i)) + x (Sum.inl ()) • response b D E = 0 := by
    ext i
    simp [hx]
  have hc : Complex.normSq (x (Sum.inl ())) = 1 := by simp [hx]
  have hw : weight x = 1 + weight (response b D E) := by simp [weight, hx]
  rw [partition_identity a b hD hE x, hz, hc, hw, mulVec_zero, dotProduct_zero,
    Complex.zero_re] at h1
  have hs : 0 ≤ weight (response b D E) := Finset.sum_nonneg fun i _ => Complex.normSq_nonneg _
  have h2 : ε - E ≤ (bracket a b D E - E) / (1 + weight (response b D E)) := by
    rw [le_div_iff₀ (by linarith)]
    linarith
  linarith
```

The right-hand side is a weighted average of E and f(E), so it is at most their maximum. For the lower bound insert a normalised ground eigenvector. The square is nonnegative, so

ε ≥ (1 − |c|²)E + |c|² f(E) ≥ min(E, f(E)),

because 0 ≤ |c|² ≤ 1. Lean keeps the eigenvector unnormalised, uses |c|² ≤ |x|² (`hcw`), and closes the two orderings of E and f(E) with `nlinarith`.

```lean
/-- Löwdin bracketing: for `E` below all eigenvalues of the Hermitian block `D`, the lowest
eigenvalue of `H` lies between `E` and `f(E)`. -/
theorem lowdin_bracketing (a : ℝ) (b : n → ℂ) {D : Matrix n n ℂ} (hD : D.IsHermitian)
    {E ε : ℝ} (hE : ∀ μ, IsLevel D μ → E < μ) (hg : IsGround (bordered a b D) ε) :
    min E (bracket a b D E) ≤ ε ∧ ε ≤ max E (bracket a b D E) := by
  constructor
  · -- insert the ground eigenvector in the completed square
    obtain ⟨x, hx0, hx⟩ := hg.1
    have h := partition_identity a b hD hE x
    rw [hx, dotProduct_smul, star_dot_self, smul_eq_mul, ← Complex.ofReal_mul,
      Complex.ofReal_re] at h
    have hr := (Complex.nonneg_iff.mp ((shift_posDef hD hE).posSemidef.dotProduct_mulVec_nonneg
      ((fun i => x (Sum.inr i)) + x (Sum.inl ()) • response b D E))).1
    have hc := Complex.normSq_nonneg (x (Sum.inl ()))
    have hcw : Complex.normSq (x (Sum.inl ())) ≤ weight x :=
      Finset.single_le_sum (f := fun i => Complex.normSq (x i))
        (fun i _ => Complex.normSq_nonneg (x i)) (Finset.mem_univ (Sum.inl ()))
    have hw : 0 < weight x := by
      obtain ⟨i, hi⟩ := Function.ne_iff.mp hx0
      exact Finset.sum_pos' (fun i _ => Complex.normSq_nonneg _)
        ⟨i, Finset.mem_univ i, Complex.normSq_pos.mpr hi⟩
    by_contra hlt
    obtain ⟨h1, h2⟩ := lt_min_iff.mp (not_le.mp hlt)
    rcases le_total E (bracket a b D E) with hf | hf
    · nlinarith [mul_pos (sub_pos.mpr h1) hw, mul_nonneg (sub_nonneg.mpr hf) hc]
    · nlinarith [mul_pos (sub_pos.mpr h2) hw,
        mul_nonneg (sub_nonneg.mpr hf) (sub_nonneg.mpr hcw)]
  · have h := ground_le_trial a b hD hE hg
    have hs : 0 ≤ weight (response b D E) :=
      Finset.sum_nonneg fun i _ => Complex.normSq_nonneg _
    have h' : ε - E ≤ (bracket a b D E - E) / (1 + weight (response b D E)) := by linarith
    rw [le_div_iff₀ (by linarith)] at h'
    by_contra hlt
    obtain ⟨h1, h2⟩ := max_lt_iff.mp (not_le.mp hlt)
    nlinarith [mul_nonneg (sub_pos.mpr h1).le hs]
```

If f(E) = E, the bracket closes on ε = E. Conversely, let ε = E. The trial bound gives f(E) ≥ E, and the identity for the ground eigenvector becomes

0 = (f(E) − E)|c|² + (y + cu)†M(y + cu).

Both terms are nonnegative, so both vanish. If c were 0, then y†My = 0 would force y = 0, which is impossible for an eigenvector. Hence f(E) = E.

```lean
/-- For `E` below all eigenvalues of the Hermitian block `D`, the lowest eigenvalue of `H` equals
`E` exactly when `f(E) = E`. -/
theorem ground_eq_iff (a : ℝ) (b : n → ℂ) {D : Matrix n n ℂ} (hD : D.IsHermitian)
    {E ε : ℝ} (hE : ∀ μ, IsLevel D μ → E < μ) (hg : IsGround (bordered a b D) ε) :
    ε = E ↔ bracket a b D E = E := by
  have hb := lowdin_bracketing a b hD hE hg
  constructor
  · intro he
    have ht := ground_le_trial a b hD hE hg
    have hs : 0 ≤ weight (response b D E) :=
      Finset.sum_nonneg fun i _ => Complex.normSq_nonneg _
    have ht' : 0 ≤ (bracket a b D E - E) / (1 + weight (response b D E)) := by linarith
    rw [le_div_iff₀ (by linarith), zero_mul] at ht'
    obtain ⟨x, hx0, hx⟩ := hg.1
    have h := partition_identity a b hD hE x
    rw [hx, dotProduct_smul, star_dot_self, smul_eq_mul, ← Complex.ofReal_mul,
      Complex.ofReal_re, he] at h
    have hP := shift_posDef hD hE
    have hr := (Complex.nonneg_iff.mp (hP.posSemidef.dotProduct_mulVec_nonneg
      ((fun i => x (Sum.inr i)) + x (Sum.inl ()) • response b D E))).1
    have hm := mul_nonneg ht' (Complex.normSq_nonneg (x (Sum.inl ())))
    have hm0 : (bracket a b D E - E) * Complex.normSq (x (Sum.inl ())) = 0 := by linarith
    rcases mul_eq_zero.mp hm0 with h0 | h0
    · linarith
    · -- without a reference component the whole eigenvector would vanish
      exfalso
      have hc := Complex.normSq_eq_zero.mp h0
      have hz : (fun i => x (Sum.inr i)) + x (Sum.inl ()) • response b D E = 0 := by
        by_contra hne
        have := (Complex.pos_iff.mp (hP.dotProduct_mulVec_pos hne)).1
        linarith
      rw [hc, zero_smul, add_zero] at hz
      apply hx0
      ext i
      rcases i with i | i
      · exact hc
      · exact congrFun hz i
  · intro hf
    rw [hf, min_self, max_self] at hb
    exact le_antisymm hb.2 hb.1

end

end LowdinBracketing
```

```lean
#print axioms LowdinBracketing.exists_ground
-- 'LowdinBracketing.exists_ground' depends on axioms: [propext, Classical.choice, Quot.sound]
#print axioms LowdinBracketing.lowdin_bracketing
-- 'LowdinBracketing.lowdin_bracketing' depends on axioms: [propext, Classical.choice, Quot.sound]
#print axioms LowdinBracketing.ground_eq_iff
-- 'LowdinBracketing.ground_eq_iff' depends on axioms: [propext, Classical.choice, Quot.sound]
```

## A two-level example and the next trial energy

Let a = 0, b = 2 and D = 3, so that H has eigenvalues −1 and 4. At E = 0, u = 2/3 and f(E) = −4/3, and the bracket [−4/3, 0] contains −1. The trial bound is −12/13 ≈ −0.923. Used as the next E, it gives f(E) = −52/51 ≈ −1.020 and a much narrower bracket.

If E is above D, the result can fail: E = 5 gives f(E) = 2, and [2, 5] encloses the excited level 4 but misses the ground level.

In a code, u comes from a linear solve, and the trial bound costs only one further norm. It is also the Newton step for f(E) = E, since f′(E) = −|u|². If f(E) ≤ E, the new E is no higher than the old one and stays below the spectrum of D. If f(E) > E, the new E is higher and has to be tested again; up to rounding, a Cholesky factorisation of D − E that runs to completion with positive pivots confirms the condition.
